# The overlap of two Slater determinants over finitely many orthonormal modes is $\det(C^\dagger D)$

**A:** Take finitely many orthonormal fermionic modes and a normalised vacuum. Applying the creators of $n$ orbitals to the vacuum, in order and without normalising the result, gives a Slater determinant. If two of these have their orbitals' mode coefficients in the columns of $C$ and $D$, their inner product is $\det(C^\dagger D)$. Such overlaps are needed, for example, in non-orthogonal configuration interaction, where the orbitals of one determinant need not be orthogonal to those of another.

**Q:** Show me the algebra before the code.

**A:** Let $a_i$ and $b_j$, with $i,j=0,\dots,n-1$, be linear operators that satisfy $a_ib_j+b_ja_i=M_{ij}$ with numbers $M_{ij}$, and let $v$ be a vector with $a_iv=0$ for all $i$. For any vector $w$,
$$a_0b_0w=M_{00}w-b_0a_0w.$$
Repeating this moves $a_0$ to the right, with one sign change per creator passed, until it kills $v$. For $n\ge1$,
$$a_0b_0\cdots b_{n-1}v=\sum_{j=0}^{n-1}(-1)^jM_{0j}\,b_0\cdots\widehat{b_j}\cdots b_{n-1}v,$$
where the hat marks an omitted factor. Now apply $a_{n-1}\cdots a_1$. By induction, term $j$ gives the minor of $M$ without row $0$ and column $j$. The sum is the Laplace expansion along row $0$, so
$$a_{n-1}\cdots a_0\,b_0\cdots b_{n-1}v=\det(M)\,v.$$
For $n=0$ both strings are the identity and the determinant is $1$.

**Q:** And the inner product?

**A:** Let $c_p^\dagger$ create mode $p$, and set $\alpha_i^\dagger=\sum_pC_{pi}c_p^\dagger$ and $\beta_j^\dagger=\sum_qD_{qj}c_q^\dagger$. Taking adjoints reverses the bra's string, and
$$\alpha_i\beta_j^\dagger+\beta_j^\dagger\alpha_i=\sum_{p,q}\overline{C_{pi}}D_{qj}\delta_{pq}=(C^\dagger D)_{ij}.$$
With $v$ the vacuum $|0\rangle$ and $\langle0|0\rangle=1$, the overlap is $\det(C^\dagger D)$.

**Q:** Give me numbers.

**A:** Take three modes. Let the bra occupy modes $0$ and $1$, and let the ket's orbitals be $\tfrac13(1,2,2)$ and $\tfrac13(2,1,-2)$, which are orthonormal. Then
$$C^\dagger D=\tfrac13\begin{pmatrix}1&2\\2&1\end{pmatrix},\qquad \alpha_0\beta_0^\dagger\beta_1^\dagger|0\rangle=\tfrac13\beta_1^\dagger|0\rangle-\tfrac23\beta_0^\dagger|0\rangle.$$
Applying $\alpha_1$ gives $\tfrac19-\tfrac49=-\tfrac13$ times the vacuum, so the overlap is $-\tfrac13$.

**Q:** What are the operators in Lean?

**A:** They are elements of `Module.End R V`, linear maps defined on the whole module `V`, and multiplication is composition.

```lean
import Mathlib

open Matrix

namespace SlaterOverlap

noncomputable section

variable {R V : Type*} [CommRing R] [AddCommGroup V] [Module R V]
```

The strings are ordered list products. Lean's indices start at $0$, although the docstrings count from $1$.

```lean
/-- The operator string `b₁ b₂ … bₙ`. -/
def creationString {n : ℕ} (b : Fin n → Module.End R V) : Module.End R V :=
  (List.ofFn b).prod

/-- The operator string in reversed order, `aₙ … a₂ a₁`. -/
def annihilationString {n : ℕ} (a : Fin n → Module.End R V) : Module.End R V :=
  (List.ofFn a).reverse.prod
```

Two lemmas peel off the operators with index $0$, which meet in the middle of the full product.

```lean
/-- The leftmost operator of a creation string can be split off. -/
lemma creationString_succ {n : ℕ} (b : Fin (n + 1) → Module.End R V) :
    creationString b = b 0 * creationString (fun i => b i.succ) := by
  unfold creationString
  rw [List.ofFn_succ, List.prod_cons]

/-- The rightmost operator of an annihilation string can be split off. -/
lemma annihilationString_succ {n : ℕ} (a : Fin (n + 1) → Module.End R V) :
    annihilationString a = annihilationString (fun i => a i.succ) * a 0 := by
  unfold annihilationString
  rw [List.ofFn_succ, List.reverse_cons, List.prod_append, List.prod_singleton]
```

**Q:** Where does the alternating sign come from?

**A:** From induction on the string's length. `key` is the single exchange above, and `j.succAbove` relabels the remaining creators so that position `j` is skipped. Once the term $j=0$ is split off, what remains is $-b_0$ applied to the shorter sum, hence one extra minus sign.

```lean
/-- An annihilator acting on a string of creators over the vacuum gives the alternating sum
of the strings with one creator removed, weighted by the anticommutators. -/
theorem annihilate_creationString {n : ℕ} (a : Module.End R V)
    (b : Fin (n + 1) → Module.End R V) (m : Fin (n + 1) → R) (v : V)
    (hab : ∀ j, a * b j + b j * a = m j • (1 : Module.End R V)) (hv : a v = 0) :
    a (creationString b v) =
      ∑ j : Fin (n + 1),
        ((-1) ^ (j : ℕ) * m j) • creationString (fun k => b (j.succAbove k)) v := by
  induction n with
  | zero =>
    have h := LinearMap.congr_fun (hab 0) v
    simp only [LinearMap.add_apply, Module.End.mul_apply, LinearMap.smul_apply,
      Module.End.one_apply, hv, map_zero, add_zero] at h
    simp [creationString, h]
  | succ n ih =>
    -- move the annihilator past the first creator
    have key : ∀ w, a (b 0 w) = m 0 • w - b 0 (a w) := by
      intro w
      have h := LinearMap.congr_fun (hab 0) w
      simp only [LinearMap.add_apply, Module.End.mul_apply, LinearMap.smul_apply,
        Module.End.one_apply] at h
      exact eq_sub_of_add_eq h
    rw [creationString_succ b, Module.End.mul_apply, key,
      ih (fun i => b i.succ) (fun j => m j.succ) (fun j => hab j.succ),
      map_sum, sub_eq_add_neg, ← Finset.sum_neg_distrib]
    conv_rhs => rw [Fin.sum_univ_succ]
    congr 1
    · simp
    · refine Finset.sum_congr rfl fun j _ => ?_
      rw [creationString_succ (fun k => b (j.succ.succAbove k))]
      simp only [Fin.succ_succAbove_zero, Fin.succ_succAbove_succ, Module.End.mul_apply,
        map_smul, Fin.val_succ, pow_succ]
      rw [← neg_smul]
      congr 1
      ring
```

The determinant theorem then uses `Matrix.det_succ_row_zero` for the Laplace expansion and the induction hypothesis for each minor.

```lean
/-- If the anticommutators of annihilators and creators are the numbers `M i j` and the
annihilators kill `v`, then `aₙ … a₁ b₁ … bₙ v = det M • v`. -/
theorem annihilation_creation_eq_det {n : ℕ} (a b : Fin n → Module.End R V)
    (M : Matrix (Fin n) (Fin n) R) (v : V)
    (hab : ∀ i j, a i * b j + b j * a i = M i j • (1 : Module.End R V))
    (hv : ∀ i, a i v = 0) :
    annihilationString a (creationString b v) = M.det • v := by
  induction n with
  | zero => simp [annihilationString, creationString]
  | succ n ih =>
    -- the contraction with `a 0` is the Laplace expansion along the first row
    rw [annihilationString_succ, Module.End.mul_apply,
      annihilate_creationString (a 0) b (M 0) v (hab 0) (hv 0), map_sum,
      Matrix.det_succ_row_zero, Finset.sum_smul]
    refine Finset.sum_congr rfl fun j _ => ?_
    rw [map_smul, ih (fun i => a i.succ) (fun k => b (j.succAbove k))
      (M.submatrix Fin.succ j.succAbove) (fun i k => hab _ _) (fun i => hv _), smul_smul]
```

**Q:** You never assumed that creators anticommute with each other. Is this still about fermions?

**A:** Fermions satisfy the hypotheses and more; of the anticommutation relations, the proof needs only the mixed ones. The exterior algebra realises them for any orbitals and covectors: creation is the wedge product, annihilation is contraction, and the vacuum is $1$.

```lean
/-- On the exterior algebra, contraction with covectors `d i` and wedge multiplication by
orbitals `u j` have anticommutators `d i (u j)`, and contraction kills the nonzero vacuum `1`. -/
theorem annihilation_creation_witness {W : Type*} [AddCommGroup W] [Module R W] [Nontrivial R]
    {n : ℕ} (d : Fin n → Module.Dual R W) (u : Fin n → W) :
    let a : Fin n → Module.End R (ExteriorAlgebra R W) :=
      fun i => CliffordAlgebra.contractLeft (Q := (0 : QuadraticForm R W)) (d i)
    let b : Fin n → Module.End R (ExteriorAlgebra R W) :=
      fun j => LinearMap.mulLeft R (ExteriorAlgebra.ι R (u j))
    (∀ i j, a i * b j + b j * a i = d i (u j) • (1 : Module.End R (ExteriorAlgebra R W))) ∧
      (∀ i, a i 1 = 0) ∧ (1 : ExteriorAlgebra R W) ≠ 0 := by
  intro a b
  refine ⟨fun i j => LinearMap.ext fun x => ?_, fun i => ?_, one_ne_zero⟩
  · have h := CliffordAlgebra.contractLeft_ι_mul (Q := (0 : QuadraticForm R W))
      (d := d i) (u j) x
    exact eq_sub_iff_add_eq.mp h
  · exact CliffordAlgebra.contractLeft_one (Q := (0 : QuadraticForm R W)) (d := d i)
```

**Q:** Nothing in the Lean code so far involves a bra.

**A:** That enters with a complex inner product space `H`, whose inner product is conjugate-linear in the first slot. The next theorem moves creators across one at a time, which reverses their order.

```lean
variable {H : Type*} [NormedAddCommGroup H] [InnerProductSpace ℂ H]

/-- If each `a i` is the adjoint of `c i`, the adjoint of `c₁ … cₙ` is `aₙ … a₁`. -/
theorem inner_creationString {n : ℕ} (a c : Fin n → Module.End ℂ H)
    (hadj : ∀ i x y, inner ℂ (c i x) y = inner ℂ x (a i y)) (x y : H) :
    inner ℂ (creationString c x) y = inner ℂ x (annihilationString a y) := by
  induction n generalizing y with
  | zero => simp [creationString, annihilationString]
  | succ n ih =>
    rw [creationString_succ, annihilationString_succ, Module.End.mul_apply,
      Module.End.mul_apply, hadj,
      ih (fun i => a i.succ) (fun i => c i.succ) (fun i => hadj i.succ)]

/-- The creator of the `i`-th orbital, whose mode coefficients are the `i`-th column of `C`. -/
def orbitalCreator {m : Type*} [Fintype m] {n : ℕ} (cre : m → Module.End ℂ H)
    (C : Matrix m (Fin n) ℂ) (i : Fin n) : Module.End ℂ H :=
  ∑ p, C p i • cre p
```

In the main theorem, `hcar` states the mixed relations for orthonormal modes, `hadj` makes `ann p` the adjoint of `cre p`, and `hvac` and `hnorm` describe an empty, normalised vacuum. These are assumed of the given operators. The orbitals need not be orthonormal, so the determinants need not have norm one: setting $D=C$ gives the squared norm $\det(C^\dagger C)$.

The proof follows the calculation above: `ha` gives the adjoints, `hav` the action on the vacuum, and `hab` the matrix $C^\dagger D$.

```lean
/-- The overlap of two Slater determinants, built on a normalized vacuum from orbitals with
coefficient matrices `C` and `D` in orthonormal modes, is `det (Cᴴ D)`. -/
theorem slater_overlap {m : Type*} [Fintype m] [DecidableEq m] {n : ℕ}
    (ann cre : m → Module.End ℂ H) (vac : H) (C D : Matrix m (Fin n) ℂ)
    (hcar : ∀ p q, ann p * cre q + cre q * ann p = if p = q then 1 else 0)
    (hadj : ∀ p x y, inner ℂ (cre p x) y = inner ℂ x (ann p y))
    (hvac : ∀ p, ann p vac = 0) (hnorm : ‖vac‖ = 1) :
    inner ℂ (creationString (orbitalCreator cre C) vac)
      (creationString (orbitalCreator cre D) vac) = (Cᴴ * D).det := by
  -- annihilators of the orbitals in the bra
  let a : Fin n → Module.End ℂ H := fun i => ∑ p, (starRingEnd ℂ) (C p i) • ann p
  have ha : ∀ i x y, inner ℂ (orbitalCreator cre C i x) y = inner ℂ x (a i y) := by
    intro i x y
    simp only [a, orbitalCreator, LinearMap.sum_apply, LinearMap.smul_apply, sum_inner,
      inner_sum, inner_smul_left, inner_smul_right, hadj]
  have hav : ∀ i, a i vac = 0 := by
    intro i
    simp [a, LinearMap.sum_apply, hvac]
  -- their anticommutators with the ket creators are the orbital overlaps
  have hab : ∀ i j, a i * orbitalCreator cre D j + orbitalCreator cre D j * a i
      = (Cᴴ * D) i j • (1 : Module.End ℂ H) := by
    intro i j
    calc a i * orbitalCreator cre D j + orbitalCreator cre D j * a i
        = ∑ p, ∑ q, ((starRingEnd ℂ) (C p i) * D q j) •
            (ann p * cre q + cre q * ann p) := by
          simp only [a, orbitalCreator, smul_add, Finset.sum_add_distrib]
          congr 1
          · rw [Finset.sum_mul_sum]
            simp only [smul_mul_smul_comm]
          · rw [Finset.sum_mul_sum, Finset.sum_comm]
            refine Finset.sum_congr rfl fun p _ => Finset.sum_congr rfl fun q _ => ?_
            rw [smul_mul_smul_comm, mul_comm (D q j)]
      _ = (Cᴴ * D) i j • (1 : Module.End ℂ H) := by
          simp only [hcar]
          simp [Matrix.mul_apply, Finset.sum_smul]
  rw [inner_creationString a _ ha, annihilation_creation_eq_det a _ _ vac hab hav,
    inner_smul_right, inner_self_eq_norm_sq_to_K, hnorm]
  simp
```

**Q:** Does anything satisfy all four assumptions at once?

**A:** Two modes on $\mathbb C^4$ do. The basis is the vacuum, each mode singly occupied, and both occupied. The minus signs arise when the second mode's operator passes an occupied first mode.

```lean
/-- Creators of two fermionic modes on `ℂ⁴`, with basis: vacuum, mode 1, mode 2, both. -/
def twoModeCre : Fin 2 → Module.End ℂ (EuclideanSpace ℂ (Fin 4)) :=
  ![{ toFun := fun x => !₂[0, x 0, 0, x 2]
      map_add' := by intro x y; ext i; fin_cases i <;> simp
      map_smul' := by intro r x; ext i; fin_cases i <;> simp },
    { toFun := fun x => !₂[0, 0, x 0, -x 1]
      map_add' := by intro x y; ext i; fin_cases i <;> simp [add_comm]
      map_smul' := by intro r x; ext i; fin_cases i <;> simp }]

/-- Annihilators of the same two modes. -/
def twoModeAnn : Fin 2 → Module.End ℂ (EuclideanSpace ℂ (Fin 4)) :=
  ![{ toFun := fun x => !₂[x 1, 0, x 3, 0]
      map_add' := by intro x y; ext i; fin_cases i <;> simp
      map_smul' := by intro r x; ext i; fin_cases i <;> simp },
    { toFun := fun x => !₂[x 2, -x 3, 0, 0]
      map_add' := by intro x y; ext i; fin_cases i <;> simp [add_comm]
      map_smul' := by intro r x; ext i; fin_cases i <;> simp }]
```

The last theorem checks the four conditions component by component.

```lean
/-- The two-mode operators on `ℂ⁴` satisfy the mixed annihilator–creator anticommutation relations
and the adjoint relations, and the first basis vector is a normalized vacuum. -/
theorem slater_overlap_witness :
    (∀ p q, twoModeAnn p * twoModeCre q + twoModeCre q * twoModeAnn p
      = if p = q then 1 else 0) ∧
    (∀ p x y, inner ℂ (twoModeCre p x) y = inner ℂ x (twoModeAnn p y)) ∧
    (∀ p, twoModeAnn p !₂[1, 0, 0, 0] = 0) ∧
    ‖(!₂[1, 0, 0, 0] : EuclideanSpace ℂ (Fin 4))‖ = 1 := by
  refine ⟨fun p q => LinearMap.ext fun x => ?_, fun p x y => ?_, fun p => ?_, ?_⟩
  · ext i
    fin_cases p <;> fin_cases q <;> fin_cases i <;> simp [twoModeAnn, twoModeCre]
  · fin_cases p <;>
      simp [twoModeAnn, twoModeCre, PiLp.inner_apply, Fin.sum_univ_four]
  · ext i
    fin_cases p <;> fin_cases i <;> simp [twoModeAnn]
  · simp [EuclideanSpace.norm_eq, Fin.sum_univ_four]

end

end SlaterOverlap
```

```lean
#print axioms SlaterOverlap.slater_overlap
```

```
'SlaterOverlap.slater_overlap' depends on axioms: [propext, Classical.choice, Quot.sound]
```

**Q:** So what remains outside?

**A:** Among other things, infinitely many modes, pairs of determinants with different numbers of orbitals, and states that are sums of several determinants. If all the determinants in such sums have the same number of orbitals, you can expand the inner product and use this formula term by term.
